# For overlap |s| < 1/2, the band of a nearest-neighbour chain fills a closed interval of width 4|t − es|/(1 − 4s²)

Before I compute the self-energy of a lead on an energy grid, I mark the window in which the lead has propagating states. My lead is a chain with one orbital per site, on-site energy \(e\), nearest-neighbour hopping \(t\) and nearest-neighbour overlap \(s\), so its band is

\[
E(k)=\frac{e+2t\cos k}{1+2s\cos k}.
\]

I take \(E(0)\) and \(E(\pi)\) as the ends of the window. With \(s=0\) that is clearly right, but now \(k\) also sits in the denominator. Could the band turn around somewhere in between and leave my window? I also find that the distance between the two ends depends on \(e\), which looks wrong: moving the zero of energy shouldn't change a bandwidth.

## The window ends at E(0) and E(π), and its width does not depend on the zero of energy

Your window is right as long as \(|s|<1/2\). The band is then monotone on \([0,\pi]\), and its energies fill the whole interval between \(E(0)\) and \(E(\pi)\).

The dependence on \(e\) is harmless. In a non-orthogonal basis, raising all energies by \(c\) replaces \(H\) by \(H+cS\), so \(e\) becomes \(e+c\) and \(t\) becomes \(t+cs\). The combination \(t-es\), which sets the width, stays the same.

### From the Bloch wave to the interval

Let \(\psi_n\) be the amplitude at site \(n\). The Hamiltonian and the overlap act as

\[
(H\psi)_n=e\psi_n+t(\psi_{n+1}+\psi_{n-1}),\qquad
(S\psi)_n=\psi_n+s(\psi_{n+1}+\psi_{n-1}).
\]

For \(\psi_n=\exp(ikn)\) the two neighbours together give \((\exp(ik)+\exp(-ik))\,\psi_n=2\cos k\,\psi_n\). Since \(\psi_n\neq0\), the equation \(H\psi=ES\psi\) becomes

\[
e+2t\cos k=E\,(1+2s\cos k).
\]

From \(|2s\cos k|\le2|s|<1\) it follows that \(1+2s\cos k>0\). We may divide, and obtain your formula for \(E(k)\).

Now compare two wave numbers \(k\) and \(q\). Over the common denominator, the numerator of \(E(k)-E(q)\) is

\[
(e+2t\cos k)(1+2s\cos q)-(e+2t\cos q)(1+2s\cos k).
\]

The terms \(e\) and \(4ts\cos k\cos q\) cancel, which leaves

\[
E(k)-E(q)=\frac{2(t-es)(\cos k-\cos q)}{(1+2s\cos k)(1+2s\cos q)}.
\]

The denominator is positive, and the cosine strictly decreases on \([0,\pi]\). So the band strictly decreases there if \(t>es\), strictly increases if \(t<es\), and is constant if \(t=es\). It never turns around inside the interval.

For the ends, extend the fractions by \(1-2s\) and \(1+2s\):

\[
E(0)=\frac{e+2t}{1+2s}=\frac{e-4ts}{1-4s^2}+\frac{2(t-es)}{1-4s^2},
\]
\[
E(\pi)=\frac{e-2t}{1-2s}=\frac{e-4ts}{1-4s^2}-\frac{2(t-es)}{1-4s^2}.
\]

The centre is therefore \((e-4ts)/(1-4s^2)\), and the distance between the ends is \(4|t-es|/(1-4s^2)\).

Any real \(k\) has the same cosine as \(\arccos(\cos k)\in[0,\pi]\), hence the same energy, so no energy lies beyond the ends. Since \(E\) is continuous, the intermediate value theorem leaves no gap between them.

Two limits are easy to check. At \(s=0\) the centre is \(e\) and the width is the familiar \(4|t|\). At \(t=es\) we have \(H=eS\), and the band shrinks to the single energy \(e\).

Here is the argument in Lean 4 with Mathlib.

```lean
import Mathlib

namespace NonorthogonalChain

noncomputable section

/-- The nearest-neighbour operator on an infinite chain, with diagonal element `a` and
neighbour element `b`, acting on site amplitudes `ψ`. -/
def chainOp (a b : ℝ) (ψ : ℤ → ℂ) (n : ℤ) : ℂ :=
  a * ψ n + b * (ψ (n + 1) + ψ (n - 1))

/-- The Bloch wave with wave number `k` (lattice constant one). -/
def bloch (k : ℝ) (n : ℤ) : ℂ := Complex.exp (k * n * Complex.I)

/-- The band energy of a chain with on-site energy `e`, hopping `t` and overlap `s`,
on the domain `1 + 2 s cos k ≠ 0`. -/
def band (e t s k : ℝ) : ℝ :=
  (e + 2 * t * Real.cos k) / (1 + 2 * s * Real.cos k)

/-- The centre of the band, on the domain `|s| < 1/2`. -/
def bandCentre (e t s : ℝ) : ℝ := (e - 4 * t * s) / (1 - 4 * s ^ 2)

/-- The width of the band, on the domain `|s| < 1/2`. -/
def bandWidth (e t s : ℝ) : ℝ := 4 * |t - e * s| / (1 - 4 * s ^ 2)

/-- For `|s| < 1/2` the overlap of every Bloch wave is positive. -/
theorem overlap_pos {s : ℝ} (hs : |s| < 1 / 2) (k : ℝ) :
    0 < 1 + 2 * s * Real.cos k := by
  have h : |s * Real.cos k| ≤ |s| := by
    rw [abs_mul]
    exact mul_le_of_le_one_right (abs_nonneg _) (Real.abs_cos_le_one k)
  linarith [neg_abs_le (s * Real.cos k)]

/-- A nearest-neighbour operator multiplies a Bloch wave by `a + 2 b cos k`. -/
theorem chainOp_bloch (a b k : ℝ) (n : ℤ) :
    chainOp a b (bloch k) n = ((a + 2 * b * Real.cos k : ℝ) : ℂ) * bloch k n := by
  have h1 : bloch k (n + 1) = bloch k n * Complex.exp (k * Complex.I) := by
    unfold bloch
    rw [← Complex.exp_add]
    congr 1
    push_cast
    ring
  have h2 : bloch k (n - 1) = bloch k n * Complex.exp (-k * Complex.I) := by
    unfold bloch
    rw [← Complex.exp_add]
    congr 1
    push_cast
    ring
  have h3 : 2 * Complex.cos k
      = Complex.exp (k * Complex.I) + Complex.exp (-k * Complex.I) := by
    rw [Complex.cos]
    ring
  unfold chainOp
  rw [h1, h2]
  push_cast
  linear_combination (-(b : ℂ) * bloch k n) * h3

/-- For `|s| < 1/2`, a Bloch wave solves the generalized Schrödinger equation
`H ψ = E S ψ` of the chain exactly when `E` is the band energy. -/
theorem bloch_solves_iff {s : ℝ} (hs : |s| < 1 / 2) (e t k : ℝ) (E : ℂ) :
    (∀ n, chainOp e t (bloch k) n = E * chainOp 1 s (bloch k) n) ↔
      E = (band e t s k : ℂ) := by
  have hB : ((1 + 2 * s * Real.cos k : ℝ) : ℂ) ≠ 0 :=
    Complex.ofReal_ne_zero.2 (overlap_pos hs k).ne'
  have hb : (band e t s k : ℂ) = ((e + 2 * t * Real.cos k : ℝ) : ℂ) /
      ((1 + 2 * s * Real.cos k : ℝ) : ℂ) := Complex.ofReal_div _ _
  have hP : bloch k 0 ≠ 0 := Complex.exp_ne_zero _
  simp only [chainOp_bloch]
  rw [hb]
  constructor
  · intro h
    -- one site suffices to fix the energy
    have h0 := mul_right_cancel₀ hP ((h 0).trans (mul_assoc _ _ _).symm)
    exact (eq_div_iff hB).2 h0.symm
  · rintro rfl n
    rw [← mul_assoc, div_mul_cancel₀ _ hB]

/-- For `|s| < 1/2`, the energy difference of two Bloch waves is `2 (t - e s)` times the difference
of the cosines, divided by the product of the two overlaps. -/
theorem band_sub {s : ℝ} (hs : |s| < 1 / 2) (e t k q : ℝ) :
    band e t s k - band e t s q = 2 * (t - e * s) * (Real.cos k - Real.cos q) /
      ((1 + 2 * s * Real.cos k) * (1 + 2 * s * Real.cos q)) := by
  unfold band
  rw [div_sub_div _ _ (overlap_pos hs k).ne' (overlap_pos hs q).ne']
  congr 1
  ring

/-- For `|s| < 1/2` and `t > e s` the band strictly decreases on `[0, π]`. -/
theorem band_strictAntiOn {e t s : ℝ} (hs : |s| < 1 / 2) (ht : e * s < t) :
    StrictAntiOn (band e t s) (Set.Icc 0 Real.pi) := by
  intro k hk q hq hkq
  have hc := Real.strictAntiOn_cos hk hq hkq
  have hpos := div_pos
    (mul_pos (show 0 < 2 * (t - e * s) by linarith) (sub_pos.2 hc))
    (mul_pos (overlap_pos hs k) (overlap_pos hs q))
  linarith [band_sub hs e t k q]

/-- For `|s| < 1/2` and `t < e s` the band strictly increases on `[0, π]`. -/
theorem band_strictMonoOn {e t s : ℝ} (hs : |s| < 1 / 2) (ht : t < e * s) :
    StrictMonoOn (band e t s) (Set.Icc 0 Real.pi) := by
  intro k hk q hq hkq
  have hc := Real.strictAntiOn_cos hk hq hkq
  have hpos := div_pos
    (mul_pos_of_neg_of_neg (show 2 * (t - e * s) < 0 by linarith) (sub_neg.2 hc))
    (mul_pos (overlap_pos hs q) (overlap_pos hs k))
  linarith [band_sub hs e t q k]

/-- For `|s| < 1/2` the band is monotone on `[0, π]`, either increasing or decreasing. -/
theorem band_monotone {s : ℝ} (hs : |s| < 1 / 2) (e t : ℝ) :
    MonotoneOn (band e t s) (Set.Icc 0 Real.pi) ∨
      AntitoneOn (band e t s) (Set.Icc 0 Real.pi) := by
  rcases lt_trichotomy t (e * s) with h | h | h
  · exact Or.inl (band_strictMonoOn hs h).monotoneOn
  · subst h
    left
    intro k _ q _ _
    have hd := band_sub hs e (e * s) k q
    rw [sub_self, mul_zero, zero_mul, zero_div] at hd
    linarith
  · exact Or.inr (band_strictAntiOn hs h).antitoneOn

/-- For `|s| < 1/2`, the energies at `k = 0` and `k = π` lie symmetrically about the
band centre, at distance `2 |t - e s| / (1 - 4 s ^ 2)`. -/
theorem band_edges {s : ℝ} (hs : |s| < 1 / 2) (e t : ℝ) :
    band e t s 0 = bandCentre e t s + 2 * (t - e * s) / (1 - 4 * s ^ 2) ∧
      band e t s Real.pi = bandCentre e t s - 2 * (t - e * s) / (1 - 4 * s ^ 2) := by
  obtain ⟨h1, h2⟩ := abs_lt.1 hs
  have hD : 1 - 4 * s ^ 2 ≠ 0 := by nlinarith
  have ha : 1 + 2 * s * 1 ≠ 0 := by linarith
  have hb : 1 + 2 * s * (-1) ≠ 0 := by linarith
  unfold band bandCentre
  rw [Real.cos_zero, Real.cos_pi, ← add_div, ← sub_div,
    div_eq_div_iff ha hD, div_eq_div_iff hb hD]
  constructor <;> ring

/-- For `|s| < 1/2` the band energies fill exactly the closed interval of width
`4 |t - e s| / (1 - 4 s ^ 2)` about the band centre. -/
theorem band_range {s : ℝ} (hs : |s| < 1 / 2) (e t : ℝ) :
    Set.range (band e t s) =
      Set.Icc (bandCentre e t s - bandWidth e t s / 2)
        (bandCentre e t s + bandWidth e t s / 2) := by
  have hcont : Continuous (band e t s) :=
    Continuous.div (by fun_prop) (by fun_prop) (fun k => (overlap_pos hs k).ne')
  have hr : Set.range (band e t s) = Set.uIcc (band e t s 0) (band e t s Real.pi) := by
    apply Set.Subset.antisymm
    · rintro _ ⟨k, rfl⟩
      -- fold the wave number into `[0, π]`
      have hfold : band e t s k = band e t s (Real.arccos (Real.cos k)) := by
        unfold band
        rw [Real.cos_arccos (Real.neg_one_le_cos k) (Real.cos_le_one k)]
      have h0 := Real.arccos_nonneg (Real.cos k)
      have h1 := Real.arccos_le_pi (Real.cos k)
      have m0 : (0 : ℝ) ∈ Set.Icc 0 Real.pi := ⟨le_rfl, Real.pi_pos.le⟩
      have m1 : Real.pi ∈ Set.Icc 0 Real.pi := ⟨Real.pi_pos.le, le_rfl⟩
      rw [hfold, Set.mem_uIcc]
      rcases band_monotone hs e t with h | h
      · exact Or.inl ⟨h m0 ⟨h0, h1⟩ h0, h ⟨h0, h1⟩ m1 h1⟩
      · exact Or.inr ⟨h ⟨h0, h1⟩ m1 h1, h m0 ⟨h0, h1⟩ h0⟩
    · -- continuity leaves no gap between the edges
      exact (intermediate_value_uIcc hcont.continuousOn).trans (Set.image_subset_range _ _)
  have hD : 0 < 1 - 4 * s ^ 2 := by
    obtain ⟨h1, h2⟩ := abs_lt.1 hs
    nlinarith
  have hw : bandWidth e t s / 2 = |2 * (t - e * s) / (1 - 4 * s ^ 2)| := by
    unfold bandWidth
    rw [abs_div, abs_of_pos hD, abs_mul, abs_two]
    ring
  rw [hr, (band_edges hs e t).1, (band_edges hs e t).2, hw]
  generalize 2 * (t - e * s) / (1 - 4 * s ^ 2) = x
  generalize bandCentre e t s = c
  rcases le_total 0 x with hx | hx
  · have h : c - x ≤ c + x := by linarith
    rw [abs_of_nonneg hx, Set.uIcc_of_ge h]
  · have h : c + x ≤ c - x := by linarith
    rw [abs_of_nonpos hx, Set.uIcc_of_le h, sub_neg_eq_add, ← sub_eq_add_neg]

/-- At overlap `s = 1/2` with `e ≠ 2 t`, the band energy exceeds every bound in absolute
value at wave numbers where the overlap of the Bloch wave is positive. -/
theorem band_unbounded_at_half {e t : ℝ} (h : e ≠ 2 * t) (M : ℝ) :
    ∃ k, 0 < 1 + 2 * (1 / 2) * Real.cos k ∧ M < |band e t (1 / 2) k| := by
  have hd : 0 < |e - 2 * t| := abs_pos.2 (sub_ne_zero.2 h)
  have hN : 0 < |M| + 2 * |t| + |e - 2 * t| + 1 := by positivity
  -- a small overlap `δ` makes the energy large
  obtain ⟨δ, h0, h1, hδ⟩ : ∃ δ : ℝ, 0 < δ ∧ δ ≤ 1 ∧
      |e - 2 * t| = (|M| + 2 * |t| + |e - 2 * t| + 1) * δ :=
    ⟨|e - 2 * t| / (|M| + 2 * |t| + |e - 2 * t| + 1), div_pos hd hN,
      (div_le_one hN).2 (by linarith [abs_nonneg M, abs_nonneg t]), by field_simp⟩
  have hc : Real.cos (Real.arccos (δ - 1)) = δ - 1 :=
    Real.cos_arccos (by linarith) (by linarith)
  have hden : 1 + 2 * (1 / 2) * (δ - 1) = δ := by ring
  refine ⟨Real.arccos (δ - 1), by rw [hc, hden]; exact h0, ?_⟩
  have hval : band e t (1 / 2) (Real.arccos (δ - 1)) = 2 * t + (e - 2 * t) / δ := by
    unfold band
    rw [hc, hden, div_eq_iff h0.ne', add_mul, div_mul_cancel₀ _ h0.ne']
    ring
  have habs : |(e - 2 * t) / δ| = |M| + 2 * |t| + |e - 2 * t| + 1 := by
    rw [abs_div, abs_of_pos h0, div_eq_iff h0.ne']
    exact hδ
  have htri := abs_sub_abs_le_abs_sub ((e - 2 * t) / δ) (-(2 * t))
  rw [abs_neg, abs_mul, abs_two, sub_neg_eq_add, add_comm ((e - 2 * t) / δ)] at htri
  rw [hval]
  linarith [le_abs_self M]

end

end NonorthogonalChain
```

```lean
#print axioms NonorthogonalChain.bloch_solves_iff
#print axioms NonorthogonalChain.band_range
#print axioms NonorthogonalChain.band_unbounded_at_half
```

```
'NonorthogonalChain.bloch_solves_iff' depends on axioms: [propext, Classical.choice, Quot.sound]
'NonorthogonalChain.band_range' depends on axioms: [propext, Classical.choice, Quot.sound]
'NonorthogonalChain.band_unbounded_at_half' depends on axioms: [propext, Classical.choice, Quot.sound]
```

### The chain and its band as Lean objects

`chainOp a b` is the three-point operator on amplitudes `ℤ → ℂ`, that is, on an infinite chain. With real parameters, `chainOp e t` is \(H\) and `chainOp 1 s` is \(S\), so each orbital has unit norm. The Bloch wave `bloch k` uses lattice constant one and has modulus 1 at every site. Its squared norm per site, measured with \(S\), is \(1+2s\cos k\); dividing the wave by the square root of this number would give it unit norm per site without changing its energy.

The hypothesis `|s| < 1 / 2` stands for the physical demand that every Bloch wave has a positive norm. Under it, the theorems say the following.

- `bloch_solves_iff`: the Bloch wave satisfies \(H\psi=ES\psi\) at all sites exactly when \(E\) equals `band e t s k`. Here \(E\) may be any complex number, so the reality of the energy is a conclusion.
- `band_monotone`: on \([0,\pi]\) the band is increasing or decreasing in the weak sense. `band_strictAntiOn` and `band_strictMonoOn` give the strict versions for \(t>es\) and \(t<es\).
- `band_range`: the set of energies over all real \(k\) is the closed interval around `bandCentre e t s` that extends by half of `bandWidth e t s` to either side.

The last theorem, `band_unbounded_at_half`, looks at \(s=1/2\) with \(e\neq2t\). There the band energy exceeds any given bound in absolute value, at wave numbers where the norm of the Bloch wave is still positive. So the band need not be bounded if \(|s|<1/2\) is weakened to \(|s|\le1/2\), even when only waves of positive norm are admitted.

For a lead of independent electrons with one orbital per site and nearest-neighbour matrix elements, `band_range` gives the energies at which a Bloch wave with real \(k\) exists. Such a wave propagates at the energies strictly between the two ends; at the ends themselves, and in the flat band at \(t=es\), its group velocity is zero. The file treats the infinite periodic chain with real \(k\). It contains no surface, no evanescent waves and no self-energy, and it says nothing about longer-ranged overlap or several orbitals per cell.

### How the lemmas carry the argument

`overlap_pos` proves \(1+2s\cos k>0\) from \(|s\cos k|\le|s|\). The theorems `bloch_solves_iff` and `band_sub`, the two strict monotonicity theorems and the continuity of the band rely on it.

`chainOp_bloch` handles \(H\) and \(S\) at once. Its steps `h1` and `h2` write the neighbouring amplitudes as phase factors times `bloch k n`, `h3` is Euler's formula for the cosine, and `linear_combination` puts them together. In `bloch_solves_iff`, the forward direction looks only at site 0, cancels the non-zero amplitude there and divides by the overlap. The reverse direction inserts the energy and checks every site.

`band_sub` is the difference formula: `div_sub_div` forms the common denominator and `ring` confirms the numerator. The two strict theorems take \(k<q\), get \(\cos q<\cos k\) from `Real.strictAntiOn_cos`, and show that the right-hand side of the formula is positive. For the increasing case `band_sub` is used with \(k\) and \(q\) exchanged, so that two negative factors multiply to a positive one. `band_monotone` then distinguishes \(t<es\), \(t=es\) and \(t>es\); in the middle case the difference is zero.

`band_edges` checks the two end energies by cross-multiplication.

`band_range` first shows that the energies fill `Set.uIcc (band e t s 0) (band e t s Real.pi)`, the closed interval between two numbers whose order is left open. This suits the problem, because \(E(0)\) is the upper end for \(t>es\) and the lower end for \(t<es\). One inclusion folds \(k\) into \([0,\pi]\) in the step `hfold` and applies monotonicity; the other is the intermediate value theorem, `intermediate_value_uIcc`. After that, the ends are replaced by centre \(\pm\,x\) with \(x=2(t-es)/(1-4s^2)\), and the two signs of \(x\) are treated separately to reach the form with the absolute value.

For `band_unbounded_at_half`, choose \(k\) with \(\cos k=\delta-1\) and \(0<\delta\le1\). At \(s=1/2\) the overlap is then \(\delta\), and

\[
E(k)=\frac{e+2t(\delta-1)}{\delta}=2t+\frac{e-2t}{\delta}.
\]

Given a bound \(M\), the proof sets \(\delta=|e-2t|/N\) with \(N=|M|+2|t|+|e-2t|+1\). The second term then has absolute value \(N\), and the triangle inequality gives \(|E(k)|\ge N-2|t|>M\).
